# For x > 0, K = −½ ln tanh x and A = √(½ sinh 2x), the Ising bond weight A exp(Kss′) is cosh x for equal spins and sinh x for opposite spins

The lemma concerns a single bond between two classical spins s and s′, each +1 or −1, coupled along imaginary time. For real x > 0, with K = −½ ln tanh x and A = √(½ sinh 2x), it states that the weight A exp(Kss′) is cosh x if the spins are equal and sinh x if they are opposite. The proof first computes the squares of A and exp(K). From these it aims to get A exp(K) = cosh x and A exp(−K) = sinh x, by comparing squares of non-negative numbers, and then it checks the four spin configurations.

An attempt in Lean 4 with a fault in it:

```lean
import Mathlib

open Matrix

namespace TransverseIsingWorldLines

noncomputable section

/-- The value `+1` or `-1` of a classical spin. -/
def spin (b : Bool) : ℝ := if b then 1 else -1

/-- The classical coupling `K` along imaginary time, for `x > 0`. -/
def coupling (x : ℝ) : ℝ := -(1 / 2) * Real.log (Real.tanh x)

/-- The prefactor `A` per site and time slice, for `x > 0`. -/
def amplitude (x : ℝ) : ℝ := Real.sqrt (Real.sinh (2 * x) / 2)

/-- For `x > 0` the classical bond weight `A exp(K s s')` is `cosh x` for equal spins and
`sinh x` for opposite spins. -/
theorem bond_weight {x : ℝ} (hx : 0 < x) (a b : Bool) :
    amplitude x * Real.exp (coupling x * (spin a * spin b)) =
      if a = b then Real.cosh x else Real.sinh x := by
  have hs : 0 < Real.sinh x := Real.sinh_pos_iff.2 hx
  have hc : 0 < Real.cosh x := Real.cosh_pos x
  have ht : 0 < Real.tanh x := by rw [Real.tanh_eq_sinh_div_cosh]; positivity
  have hA : amplitude x ^ 2 = Real.sinh x * Real.cosh x := by
    rw [amplitude, Real.sq_sqrt (by rw [Real.sinh_two_mul]; positivity), Real.sinh_two_mul]
    ring
  have he : Real.exp (coupling x) ^ 2 = Real.cosh x / Real.sinh x := by
    have h : ((2 : ℕ) : ℝ) * coupling x = -Real.log (Real.tanh x) := by
      unfold coupling; push_cast; ring
    rw [← Real.exp_nat_mul, h, Real.exp_neg, Real.exp_log ht, Real.tanh_eq_sinh_div_cosh,
      inv_div]
  have h1 : amplitude x * Real.exp (coupling x) = Real.cosh x := by
    refine (sq_eq_sq₀ (mul_nonneg (Real.sqrt_nonneg _) (Real.exp_pos _).le) hc.le).1 ?_
    rw [mul_pow, hA, he]
    field_simp
  have h2 : amplitude x * Real.exp (-coupling x) = Real.sinh x := by
    refine (sq_eq_sq₀ (mul_nonneg (Real.sqrt_nonneg _) (Real.exp_pos _).le) hs.le).1 ?_
    rw [Real.exp_neg, mul_pow, inv_pow, hA, he, inv_div]
    field_simp
  cases a <;> cases b <;> simp [spin, h1, h2]

end

end TransverseIsingWorldLines
```

Messages:

```
Main.lean:36:17: error: Tactic `rewrite` failed: Did not find an occurrence of the pattern
  amplitude x ^ 2
in the target expression
  √(Real.sinh (2 * x) / 2) ^ 2 * Real.exp (coupling x) ^ 2 = Real.cosh x ^ 2

x : ℝ
hx : 0 < x
a b : Bool
hs : 0 < Real.sinh x
hc : 0 < Real.cosh x
ht : 0 < Real.tanh x
hA : amplitude x ^ 2 = Real.sinh x * Real.cosh x
he : Real.exp (coupling x) ^ 2 = Real.cosh x / Real.sinh x
⊢ √(Real.sinh (2 * x) / 2) ^ 2 * Real.exp (coupling x) ^ 2 = Real.cosh x ^ 2
Main.lean:40:40: error: Tactic `rewrite` failed: Did not find an occurrence of the pattern
  amplitude x ^ 2
in the target expression
  √(Real.sinh (2 * x) / 2) ^ 2 * (Real.exp (coupling x) ^ 2)⁻¹ = Real.sinh x ^ 2

x : ℝ
hx : 0 < x
a b : Bool
hs : 0 < Real.sinh x
hc : 0 < Real.cosh x
ht : 0 < Real.tanh x
hA : amplitude x ^ 2 = Real.sinh x * Real.cosh x
he : Real.exp (coupling x) ^ 2 = Real.cosh x / Real.sinh x
h1 : amplitude x * Real.exp (coupling x) = Real.cosh x
⊢ √(Real.sinh (2 * x) / 2) ^ 2 * (Real.exp (coupling x) ^ 2)⁻¹ = Real.sinh x ^ 2
```

What went wrong. Both errors say that `rw` could not find `amplitude x ^ 2`, the left side of `hA`, in the goal. The goal has `√(Real.sinh (2 * x) / 2) ^ 2` instead, which is the same quantity with the definition of `amplitude` unfolded.

The unfolding happens in the `refine` lines. There the non-negativity of the first factor is given by `Real.sqrt_nonneg _`, which speaks of a square root, so `sq_eq_sq₀` is applied to a product whose first factor is a square root. Lean matches this with `amplitude x` by unfolding the definition, and the new goal keeps the square root. `rw` looks for the pattern as written and does not unfold `amplitude` to find it.

The repair adds `hA0 : 0 ≤ amplitude x`. It is still proved by `Real.sqrt_nonneg _`, but its stated type names `amplitude x`. With `hA0` in both `refine` lines, the new goals are about `amplitude x`, and `rw` with `hA` finds its pattern.

Fix (accepted with no message):

```diff
@@ -24,4 +24,5 @@
   have hc : 0 < Real.cosh x := Real.cosh_pos x
   have ht : 0 < Real.tanh x := by rw [Real.tanh_eq_sinh_div_cosh]; positivity
+  have hA0 : 0 ≤ amplitude x := Real.sqrt_nonneg _
   have hA : amplitude x ^ 2 = Real.sinh x * Real.cosh x := by
     rw [amplitude, Real.sq_sqrt (by rw [Real.sinh_two_mul]; positivity), Real.sinh_two_mul]
@@ -33,9 +34,9 @@
       inv_div]
   have h1 : amplitude x * Real.exp (coupling x) = Real.cosh x := by
-    refine (sq_eq_sq₀ (mul_nonneg (Real.sqrt_nonneg _) (Real.exp_pos _).le) hc.le).1 ?_
+    refine (sq_eq_sq₀ (mul_nonneg hA0 (Real.exp_pos _).le) hc.le).1 ?_
     rw [mul_pow, hA, he]
     field_simp
   have h2 : amplitude x * Real.exp (-coupling x) = Real.sinh x := by
-    refine (sq_eq_sq₀ (mul_nonneg (Real.sqrt_nonneg _) (Real.exp_pos _).le) hs.le).1 ?_
+    refine (sq_eq_sq₀ (mul_nonneg hA0 (Real.exp_pos _).le) hs.le).1 ?_
     rw [Real.exp_neg, mul_pow, inv_pow, hA, he, inv_div]
     field_simp
```
